# With the same nonzero coupling to each of n ≥ 2 electrons, a gapped two-level core lowers its energy by more than n times the one-electron amount

The valence electrons are represented here by their number alone. They have no positions, orbitals or spins; each adds the same coupling $g$ between the two levels of a core, so that $n$ electrons give the Hamiltonian

$$H_n = \frac{w}{2}\,\sigma_z + n g\,\sigma_x$$

on $\mathbb{C}^2$, with $\sigma_z$ and $\sigma_x$ the Pauli matrices. The real number $w>0$ is the excitation energy of the bare core, and $g\neq 0$ means that a valence electron can polarise it by mixing its two levels.

## The shift and its two inequalities

Let $s(n)$ be the ground energy of $H_n$ minus that of $H_0$. Then

$$s(n) = \frac{w}{2} - \sqrt{\frac{w^2}{4} + n^2 g^2}, \qquad s(n) < n\,s(1)\quad (n\ge 2).$$

The right-hand side $n\,s(1)$ is what a one-body term fitted to one electron predicts. The model's energy lies below it: the electrons attract each other through the core. Adding a pair term fitted to two electrons overcorrects at three:

$$3\,s(1) + 3\,\bigl(s(2)-2s(1)\bigr) < s(3).$$

## Additive core terms in a many-electron code

A code that replaces a core by an effective core potential usually applies it as a sum of one-electron operators. Whatever the core's response contributes is then additive over the valence electrons, apart from changes in their wave function. Core-polarisation potentials relax this: their energy is quadratic in the total field at the core, so it contains cross terms between electrons.

In this model, with one core excitation and identical couplings, the additive assumption has an error of definite sign, and a pair correction fitted at $n=2$ leaves an error of the opposite sign at $n=3$. When core terms are transferred from one- or two-electron fits to larger valence counts, this is a reason to test them at the larger counts too.

## From two amplitudes to the attraction

Write $v_0, v_1$ for the amplitudes of a state and $R=\sqrt{w^2/4+n^2g^2}$. The equation $H_n v = e v$ reads

$$\left(e-\tfrac{w}{2}\right)v_0 = n g\,v_1, \qquad \left(e+\tfrac{w}{2}\right)v_1 = n g\,v_0.$$

Multiplying the first equation by $e+w/2$ and using the second gives $(e^2-w^2/4)\,v_0 = n^2g^2\,v_0$. Multiplying the second by $e-w/2$ and using the first gives the same relation for $v_1$. Since $v\ne 0$, it follows that $e^2=R^2$, and hence $e\ge -R$.

The value $-R$ is attained by $v=(ng,\,-(w/2+R))$, whose second entry is nonzero because $w>0$. The first row of $H_nv$ is $\tfrac{w}{2}ng-ng(\tfrac{w}{2}+R)=-R\,ng$. The second is $n^2g^2+\tfrac{w}{2}(\tfrac{w}{2}+R)=R^2+\tfrac{w}{2}R=R(\tfrac{w}{2}+R)$, which is $-R$ times the second entry. The squared norm of $v$ is $2R(R+w/2)$, so the normalised state has weight $\tfrac12\bigl(1-\tfrac{w}{2R}\bigr)$ in the upper core level. For $n=0$ the ground energy is $-w/2$, and subtracting it gives the formula for $s(n)$.

Now take two groups of $m,n\ge 1$ electrons. Put $A=w/2$, $x=mg$, $y=ng$ and

$$B=\sqrt{A^2+x^2},\quad C=\sqrt{A^2+y^2},\quad D=\sqrt{A^2+(x+y)^2}.$$

Because $s(m)+s(n)-s(m+n)=A+D-B-C$, attraction between the groups means $B+C<A+D$. Both sides are nonnegative, and their squares are

$$(B+C)^2 = 2A^2+x^2+y^2+2BC,$$
$$(A+D)^2 = 2A^2+x^2+y^2+2xy+2AD.$$

It therefore suffices that $BC<xy+AD$. Squaring again,

$$(xy+AD)^2-(BC)^2 = 2xy\,A^2+2xy\,AD > 0,$$

since $xy=mn\,g^2>0$ and $A>0$. Hence $s(m+n)<s(m)+s(n)$.

With $m=n=1$ this is $s(2)<2s(1)$. If $s(k)<k\,s(1)$ for some $k\ge2$, then $s(k+1)<s(k)+s(1)<(k+1)\,s(1)$, which proves the one-body bound by induction.

For three electrons take $m=1$ and $n=2$, so that $B,C,D$ are the roots for one, two and three electrons. Then $D^2-A^2=9g^2$ and $C^2-B^2=3g^2$, which gives

$$(D-A)(D+A)=3(C-B)(C+B)<3(C-B)(A+D),$$

using $B<C$ and $B+C<A+D$. Dividing by $A+D>0$ yields $D-A<3(C-B)$, that is, $s(3)>3s(2)-3s(1)$. This is the pair-model inequality.

## Lean source

```lean
import Mathlib

open Matrix

namespace CoreMediatedAttraction

noncomputable section

/-- The Pauli matrix `σ_z`. -/
def pauliZ : Matrix (Fin 2) (Fin 2) ℂ := !![1, 0; 0, -1]

/-- The Pauli matrix `σ_x`. -/
def pauliX : Matrix (Fin 2) (Fin 2) ℂ := !![0, 1; 1, 0]

/-- A two-level core with splitting `w`, coupled with strength `g` to each of `n` valence
electrons: `H_n = (w/2) σ_z + n g σ_x`. -/
def coreHamiltonian (w g : ℝ) (n : ℕ) : Matrix (Fin 2) (Fin 2) ℂ :=
  ((w / 2 : ℝ) : ℂ) • pauliZ + ((n * g : ℝ) : ℂ) • pauliX

/-- The real energies `e` for which `H v = e v` has a nonzero solution `v`. -/
def energies (H : Matrix (Fin 2) (Fin 2) ℂ) : Set ℝ :=
  {e | ∃ v : Fin 2 → ℂ, v ≠ 0 ∧ H *ᵥ v = (e : ℂ) • v}

/-- The ground energy of a two-level Hamiltonian: the infimum of its real energies. -/
def groundEnergy (H : Matrix (Fin 2) (Fin 2) ℂ) : ℝ := sInf (energies H)

/-- The shift `s(n)` of the core's ground energy caused by `n` valence electrons. -/
def coreShift (w g : ℝ) (n : ℕ) : ℝ :=
  groundEnergy (coreHamiltonian w g n) - groundEnergy (coreHamiltonian w g 0)

/-- The stationary Schrödinger equation of the coupled core, written out for the two
amplitudes. -/
theorem schrodinger_iff (w g e : ℝ) (n : ℕ) (v : Fin 2 → ℂ) :
    coreHamiltonian w g n *ᵥ v = (e : ℂ) • v ↔
      (w / 2 : ℂ) * v 0 + n * g * v 1 = e * v 0 ∧
      (n * g : ℂ) * v 0 - w / 2 * v 1 = e * v 1 := by
  have h0 : (coreHamiltonian w g n *ᵥ v) 0 = (w / 2 : ℂ) * v 0 + n * g * v 1 := by
    simp [coreHamiltonian, pauliZ, pauliX, Matrix.mulVec, dotProduct, Fin.sum_univ_two]
  have h1 : (coreHamiltonian w g n *ᵥ v) 1 = (n * g : ℂ) * v 0 - w / 2 * v 1 := by
    simp [coreHamiltonian, pauliZ, pauliX, Matrix.mulVec, dotProduct, Fin.sum_univ_two]
    ring
  rw [funext_iff, Fin.forall_fin_two, h0, h1]
  rfl

/-- For `w > 0` the lowest energy of the core coupled to `n` electrons is
`-√(w²/4 + n²g²)`, and it is attained. -/
theorem isLeast_energies {w : ℝ} (hw : 0 < w) (g : ℝ) (n : ℕ) :
    IsLeast (energies (coreHamiltonian w g n)) (-√(w ^ 2 / 4 + n ^ 2 * g ^ 2)) := by
  have hR : √(w ^ 2 / 4 + n ^ 2 * g ^ 2) ^ 2 = w ^ 2 / 4 + n ^ 2 * g ^ 2 :=
    Real.sq_sqrt (by positivity)
  have hR0 : 0 ≤ √(w ^ 2 / 4 + n ^ 2 * g ^ 2) := Real.sqrt_nonneg _
  generalize √(w ^ 2 / 4 + n ^ 2 * g ^ 2) = R at hR hR0 ⊢
  have hRc : (R : ℂ) ^ 2 = (w : ℂ) ^ 2 / 4 + (n : ℂ) ^ 2 * (g : ℂ) ^ 2 := by
    exact_mod_cast hR
  constructor
  · -- an explicit ground state
    refine ⟨![((n * g : ℝ) : ℂ), ((-(w / 2 + R) : ℝ) : ℂ)], ?_, ?_⟩
    · intro h
      have h1 : ((-(w / 2 + R) : ℝ) : ℂ) = 0 := congrFun h 1
      have h2 := Complex.ofReal_eq_zero.mp h1
      linarith
    · rw [schrodinger_iff]
      simp only [Matrix.cons_val_zero, Matrix.cons_val_one]
      push_cast
      constructor
      · ring
      · linear_combination (-1 : ℂ) * hRc
  · -- every energy squares to `w²/4 + n²g²`
    rintro e ⟨v, hv, h⟩
    obtain ⟨h0, h1⟩ := (schrodinger_iff w g e n v).1 h
    have k0 : ((e : ℂ) ^ 2 - ((w : ℂ) ^ 2 / 4 + (n : ℂ) ^ 2 * (g : ℂ) ^ 2)) * v 0 = 0 := by
      linear_combination (-(e + w / 2) : ℂ) * h0 - (n * g : ℂ) * h1
    have k1 : ((e : ℂ) ^ 2 - ((w : ℂ) ^ 2 / 4 + (n : ℂ) ^ 2 * (g : ℂ) ^ 2)) * v 1 = 0 := by
      linear_combination (-(e - w / 2) : ℂ) * h1 - (n * g : ℂ) * h0
    have hc : (e : ℂ) ^ 2 - ((w : ℂ) ^ 2 / 4 + (n : ℂ) ^ 2 * (g : ℂ) ^ 2) = 0 := by
      by_contra hne
      apply hv
      ext i
      fin_cases i
      · exact (mul_eq_zero.1 k0).resolve_left hne
      · exact (mul_eq_zero.1 k1).resolve_left hne
    have he : e ^ 2 = w ^ 2 / 4 + n ^ 2 * g ^ 2 := by
      have hc' := sub_eq_zero.1 hc
      exact_mod_cast hc'
    by_contra hlt
    have hlt' := not_le.1 hlt
    nlinarith

/-- For `w > 0` the ground-energy shift is `s(n) = w/2 - √(w²/4 + n²g²)`. -/
theorem coreShift_eq {w : ℝ} (hw : 0 < w) (g : ℝ) (n : ℕ) :
    coreShift w g n = w / 2 - √(w ^ 2 / 4 + n ^ 2 * g ^ 2) := by
  have h0 : √(w ^ 2 / 4 + ((0 : ℕ) : ℝ) ^ 2 * g ^ 2) = w / 2 := by
    rw [show w ^ 2 / 4 + ((0 : ℕ) : ℝ) ^ 2 * g ^ 2 = (w / 2) ^ 2 by push_cast; ring]
    exact Real.sqrt_sq (by positivity)
  rw [coreShift, groundEnergy, groundEnergy, (isLeast_energies hw g n).csInf_eq,
    (isLeast_energies hw g 0).csInf_eq, h0]
  ring

/-- For `w > 0` the quantity `w/2 - s(n)` is the nonnegative root of `(w/2)² + (n g)²`. -/
theorem coreShift_root {w : ℝ} (hw : 0 < w) (g : ℝ) (n : ℕ) :
    0 ≤ w / 2 - coreShift w g n ∧
      (w / 2 - coreShift w g n) ^ 2 = (w / 2) ^ 2 + (n * g) ^ 2 := by
  rw [coreShift_eq hw, sub_sub_cancel]
  refine ⟨Real.sqrt_nonneg _, ?_⟩
  rw [Real.sq_sqrt (by positivity)]
  ring

/-- Two nonempty groups of `m` and `n` valence electrons attract each other through the core:
`s(m+n) < s(m) + s(n)` when `w > 0` and `g ≠ 0`. -/
theorem coreShift_add_lt {w g : ℝ} (hw : 0 < w) (hg : g ≠ 0) {m n : ℕ}
    (hm : 0 < m) (hn : 0 < n) :
    coreShift w g (m + n) < coreShift w g m + coreShift w g n := by
  obtain ⟨hB, hB2⟩ := coreShift_root hw g m
  obtain ⟨hC, hC2⟩ := coreShift_root hw g n
  obtain ⟨hD, hD2⟩ := coreShift_root hw g (m + n)
  push_cast at hD2
  have hA : 0 < w / 2 := by positivity
  have hxy : 0 < (m * g) * (n * g) := by
    have hm' : (0 : ℝ) < m := by exact_mod_cast hm
    have hn' : (0 : ℝ) < n := by exact_mod_cast hn
    have hg2 : 0 < g ^ 2 := by positivity
    calc 0 < (m : ℝ) * n * g ^ 2 := mul_pos (mul_pos hm' hn') hg2
      _ = (m * g) * (n * g) := by ring
  rw [add_mul] at hD2
  suffices h : (w / 2 - coreShift w g m) + (w / 2 - coreShift w g n)
      < w / 2 + (w / 2 - coreShift w g (m + n)) by linarith
  generalize w / 2 - coreShift w g m = B at *
  generalize w / 2 - coreShift w g n = C at *
  generalize w / 2 - coreShift w g (m + n) = D at *
  generalize w / 2 = A at *
  generalize (m : ℝ) * g = x at *
  generalize (n : ℝ) * g = y at *
  -- compare the cross terms first, then the sums, each time by squaring
  have hcross : B * C < x * y + A * D := by
    apply lt_of_pow_lt_pow_left₀ 2 (add_nonneg hxy.le (mul_nonneg hA.le hD))
    have e1 : (B * C) ^ 2 = (A ^ 2 + x ^ 2) * (A ^ 2 + y ^ 2) := by
      rw [mul_pow, hB2, hC2]
    have e2 : (x * y + A * D) ^ 2
        = (x * y) ^ 2 + 2 * (x * y * (A * D)) + A ^ 2 * (A ^ 2 + (x + y) ^ 2) := by
      rw [← hD2]; ring
    have p1 : 0 < x * y * A ^ 2 := mul_pos hxy (pow_pos hA 2)
    have p2 : 0 ≤ x * y * (A * D) := mul_nonneg hxy.le (mul_nonneg hA.le hD)
    rw [e1, e2]
    linarith
  apply lt_of_pow_lt_pow_left₀ 2 (add_nonneg hA.le hD)
  linarith

/-- Core-mediated attraction: for `w > 0`, `g ≠ 0` and `n ≥ 2` electrons, the true shift lies
strictly below `n` times the one-electron shift. -/
theorem coreShift_lt_one_body {w g : ℝ} (hw : 0 < w) (hg : g ≠ 0) {n : ℕ} (hn : 2 ≤ n) :
    coreShift w g n < n * coreShift w g 1 := by
  induction n, hn using Nat.le_induction with
  | base =>
    have h := coreShift_add_lt hw hg (m := 1) (n := 1) Nat.one_pos Nat.one_pos
    rw [show (1 + 1 : ℕ) = 2 from rfl] at h
    push_cast
    linarith
  | succ k hk ih =>
    -- the next electron is attracted by the `k` already present
    have h := coreShift_add_lt hw hg (m := k) (n := 1) (by omega) Nat.one_pos
    push_cast
    linarith

/-- For `w > 0` and `g ≠ 0`, a model with one-body term `s(1)` and pair term `s(2) - 2 s(1)`
puts the shift for three electrons strictly too low. -/
theorem pair_model_overbinds {w g : ℝ} (hw : 0 < w) (hg : g ≠ 0) :
    3 * coreShift w g 1 + 3 * (coreShift w g 2 - 2 * coreShift w g 1) < coreShift w g 3 := by
  obtain ⟨hB, hB2⟩ := coreShift_root hw g 1
  obtain ⟨hC, hC2⟩ := coreShift_root hw g 2
  obtain ⟨hD, hD2⟩ := coreShift_root hw g 3
  push_cast at hB2 hC2 hD2
  have h12 := coreShift_add_lt hw hg (m := 1) (n := 2) Nat.one_pos Nat.two_pos
  rw [show (1 + 2 : ℕ) = 3 from rfl] at h12
  have hg2 : 0 < g ^ 2 := by positivity
  have hBC : w / 2 - coreShift w g 1 < w / 2 - coreShift w g 2 := by
    apply lt_of_pow_lt_pow_left₀ 2 hC
    rw [hB2, hC2]
    linarith
  -- with roots A, B, C, D: (D - A)(D + A) = 3 (C - B)(C + B) and B + C < A + D
  by_contra hcon
  have hcon' := not_lt.1 hcon
  have p1 := mul_pos (sub_pos.2 hBC) (sub_pos.2 h12)
  have p2 := mul_nonneg (sub_nonneg.2 hcon')
    (add_nonneg hD (show 0 ≤ w / 2 by positivity))
  linarith

end

end CoreMediatedAttraction
```

```lean
#print axioms CoreMediatedAttraction.coreShift_lt_one_body
#print axioms CoreMediatedAttraction.pair_model_overbinds
```

```
'CoreMediatedAttraction.coreShift_lt_one_body' depends on axioms: [propext, Classical.choice, Quot.sound]
'CoreMediatedAttraction.pair_model_overbinds' depends on axioms: [propext, Classical.choice, Quot.sound]
```

## Reading the definitions and theorems

`coreHamiltonian w g n` is the complex matrix $H_n$, with real `w` and `g` and a natural number `n`. Index 0 is the upper level of the bare core and index 1 the lower. `energies` collects the real numbers $e$ that have a nonzero eigenvector; since $H_n$ is Hermitian, no eigenvalue is missed. `groundEnergy` is the infimum of that set, and `isLeast_energies` shows that for $w>0$ it is an attained minimum. `coreShift` is the difference of two ground energies, so the square-root formula is a theorem, `coreShift_eq`, and not a definition.

`coreShift_lt_one_body` says that for all real $w>0$ and $g\neq0$ and every natural $n\ge2$, the shift is strictly below $n$ times the one-electron shift. `coreShift_add_lt` is the version for two nonempty groups, and `pair_model_overbinds` is the three-electron statement.

## How the algebra is checked

`schrodinger_iff` turns the matrix equation into the two amplitude equations. In `isLeast_energies`, `ring` and `linear_combination` verify the two rows for the explicit eigenvector, and `linear_combination` carries out the elimination that leads to $e^2=R^2$; `nlinarith` then excludes $e<-R$.

`coreShift_root` records that $w/2-s(n)$ is nonnegative and has square $(w/2)^2+(ng)^2$. The later proofs can therefore work with squares alone. In `coreShift_add_lt`, the `generalize` lines introduce the letters $A,B,C,D,x,y$ used above, and `lt_of_pow_lt_pow_left₀` is applied twice: inside `hcross` for $BC<xy+AD$, then for the sums. `coreShift_lt_one_body` adds one electron at a time with `Nat.le_induction`.

`pair_model_overbinds` argues by contradiction. It assumes $D-A\ge3(C-B)$, multiplies this by $D+A$, and multiplies $B+C<A+D$ by $C-B$. With the squares known, `linarith` finds the two products incompatible.

## A degenerate core, and the limits of the model

The strict inequality needs $w\neq0$. Take $w=0$ and $g=1$: then $H_n=n\sigma_x$ has ground energy $-n$, so $s(2)=-2=2s(1)$ and the attraction vanishes. A degenerate core is fully polarised by the first electron, and further electrons only add linearly. This example is a direct calculation and not part of the file. The sign of $w$ merely names the levels; the file fixes it as positive.

The theorems give signs for this matrix model, not error bars for a pseudopotential. Kinetic energy, direct repulsion and exchange between valence electrons are absent, and the core has a single excitation. Every electron also couples with the same sign, whereas two electrons on opposite sides of a real core pull its dipole in opposite directions. Finally, the theorems concern real numbers; rounding in a floating-point evaluation of $s(n)$ has to be controlled separately.
